# The one-particle density matrix of a Slater determinant of orthonormal orbitals U is UUᴴ

In a Hartree–Fock iteration in an orthonormal basis, the coefficients of the occupied spin orbitals are collected in a matrix U, and the next Fock matrix is built from the product UUᴴ. The N-particle wavefunction itself is never tabulated. This step relies on UUᴴ being the one-particle density matrix of the determinant, which is derived here for a finite basis, together with the corresponding formula for two different determinants.

## From two determinants to one matrix

Let r be a finite set that labels an orthonormal one-particle basis, for instance spin orbitals. An r × N complex matrix U holds N orbitals in its columns, and Uᴴ is its conjugate transpose. A configuration x assigns a basis label x_a to each particle a. Write U_x for the N × N matrix with entries U(x_a, b). The Slater determinant is

ψ_U(x) = det(U_x) / √N!

The claim is that, if UᴴU = 1 and N ≥ 1, then ψ_U has norm one and

N Σ_y ψ_U(i,y) conj ψ_U(k,y) = (UUᴴ)(i,k),

where y runs over the labels of the other N − 1 particles. It follows from a formula for two determinants with arbitrary orbital matrices A and B. Their orbital overlap matrix is S = BᴴA, with entries

S(b,c) = Σ_p conj B(p,b) A(p,c).

**Overlap.** Expand both determinants over permutations:

det(A_x) = Σ_τ sgn(τ) Π_a A(x_a, τ(a))

conj det(B_x) = Σ_σ sgn(σ) Π_a conj B(x_a, σ(a))

Fix σ and sum over all configurations. Each x_a is summed independently, so the sum of products becomes a product of sums:

Σ_x det(A_x) Π_a conj B(x_a, σ(a)) = Σ_τ sgn(τ) Π_a S(σ(a), τ(a)) = sgn(σ) det S

The last step holds because the middle expression is the determinant of S with its rows permuted by σ. The factor sgn(σ) from the expansion of B cancels this sign, so each of the N! permutations contributes det S:

Σ_x det(A_x) conj det(B_x) = N! det S

The two prefactors 1/√N! remove the N!, and the overlap of the determinants is det S.

**Transition matrix.** Let N = n + 1, and number the columns from 0 to n. Let A^(j) be A without column j. Expansion along the row of the first particle gives

det(A_(i,y)) = Σ_j (−1)^j A(i,j) det(A^(j)_y),

and likewise for B, with k and l in place of i and j. The overlap formula for n particles now gives

Σ_y det(A^(j)_y) conj det(B^(l)_y) = n! M(l,j),

where M(l,j) is the determinant of S without row l and column j. The adjugate of S has the entries adj(S)(j,l) = (−1)^(j+l) M(l,j), so

Σ_y det(A_(i,y)) conj det(B_(k,y)) = n! (A adj(S) Bᴴ)(i,k).

Multiplication by the particle number n + 1 and division by (n + 1)! leave A adj(S) Bᴴ. For one particle, adj(S) = 1 and the result is ABᴴ.

The order of the indices needs care: the minor with row l and column j belongs at position (j,l) of the adjugate. If the two are interchanged, the formula contains the transpose of adj(S). The test case A = B = U with orthonormal orbitals does not reveal the error, since S is then the identity.

**Equal determinants.** For A = B = U and UᴴU = 1, both det S and adj(S) are 1. The norm is therefore one and the density matrix is UUᴴ. Moreover,

(UUᴴ)(UUᴴ) = U(UᴴU)Uᴴ = UUᴴ,

tr(UUᴴ) = tr(UᴴU) = N.

## Determinants as functions of configurations

In Lean, the basis labels form a type `r`, and a configuration is a function `Fin N → r`.

```lean
import Mathlib

open Matrix

namespace SlaterTransition

noncomputable section

variable {r : Type*}
```

The matrix U_x is `U.submatrix x id`: its rows are selected by the configuration, and its columns are kept. The prefactor is always 1/√N!, so `slater U` is normalised only if the orbitals make it so.

```lean
/-- The Slater determinant of the `N` orbitals in the columns of `U`, evaluated at the
configuration `x`, with the prefactor `1/√N!`. -/
def slater {N : ℕ} (U : Matrix r (Fin N) ℂ) (x : Fin N → r) : ℂ :=
  (U.submatrix x id).det / ((√(N.factorial : ℝ) : ℝ) : ℂ)
```

Relabelling the particles by σ permutes the rows of U_x, which gives the sign. Because of this antisymmetry, it makes no difference which particle is singled out in the density matrix.

```lean
/-- Permuting the particles multiplies a Slater determinant by the sign of the permutation. -/
theorem slater_antisymm {N : ℕ} (U : Matrix r (Fin N) ℂ) (x : Fin N → r)
    (σ : Equiv.Perm (Fin N)) :
    slater U (x ∘ σ) = ((Equiv.Perm.sign σ : ℤ) : ℂ) * slater U x := by
  unfold slater
  change ((U.submatrix x id).submatrix σ id).det / _ = _
  rw [Matrix.det_permute, mul_div_assoc]
```

The next lemma combines the two square roots into 1/N!, so that the later proofs can work with bare determinants.

```lean
/-- In the product of one Slater amplitude with the conjugate of another, the prefactors combine to
`1/N!`. -/
lemma slater_mul_star {N : ℕ} (A B : Matrix r (Fin N) ℂ) (x y : Fin N → r) :
    slater A x * star (slater B y) =
      (A.submatrix x id).det * star (B.submatrix y id).det / (N.factorial : ℂ) := by
  have hs : star ((√(N.factorial : ℝ) : ℝ) : ℂ) = ((√(N.factorial : ℝ) : ℝ) : ℂ) :=
    Complex.conj_ofReal _
  unfold slater
  rw [star_div₀, hs, div_mul_div_comm, ← Complex.ofReal_mul,
    Real.mul_self_sqrt (Nat.cast_nonneg _), Complex.ofReal_natCast]
```

The type `r` is now taken to be finite. In `transitionMatrix`, `vecCons i y` is the configuration with the first particle at `i` and the others at `y`. Writing the particle number as `n + 1` guarantees that there is a first particle. The second wavefunction is the conjugated one, so the entry (i,k) is ⟨Ψ|a_k† a_i|Φ⟩ for antisymmetric Φ and Ψ, where the operator a_i annihilates a particle in the basis state i and a_k† creates one in the basis state k. The total is multiplied by N and not by 1, which fixes the trace of the one-particle density matrix of a normalised state at N.

```lean
variable [Fintype r]

/-- The one-particle transition matrix of two `(n+1)`-particle wavefunctions: all particles
but the first are summed over, and the result is multiplied by the particle number. -/
def transitionMatrix {n : ℕ} (Φ Ψ : (Fin (n + 1) → r) → ℂ) : Matrix r r ℂ :=
  Matrix.of fun i k => ((n + 1 : ℕ) : ℂ) *
    ∑ y : Fin n → r, Φ (vecCons i y) * star (Ψ (vecCons k y))
```

## The overlap of two determinants

The proof follows the permutation argument above. `hA` and `hB` are the two expansions; they pass through the transpose because Mathlib's formula permutes row indices. `rows` is the sum for a fixed σ, where `Finset.prod_univ_sum` exchanges the product over particles with the sum over configurations. `key` cancels the signs, and counting the permutations gives N!.

```lean
/-- Summed over all configurations, the product of one unnormalised determinant with the conjugate
of another is `N!` times the determinant of the orbital overlap matrix. -/
theorem sum_det_mul_star_det {N : ℕ} (A B : Matrix r (Fin N) ℂ) :
    ∑ x : Fin N → r, (A.submatrix x id).det * star (B.submatrix x id).det =
      (N.factorial : ℂ) * (Bᴴ * A).det := by
  have hA : ∀ x : Fin N → r, (A.submatrix x id).det =
      ∑ τ : Equiv.Perm (Fin N), ((Equiv.Perm.sign τ : ℤ) : ℂ) * ∏ a, A (x a) (τ a) :=
    fun x => (Matrix.det_transpose _).symm.trans (Matrix.det_apply' _)
  have hB : ∀ x : Fin N → r, star (B.submatrix x id).det =
      ∑ σ : Equiv.Perm (Fin N),
        ((Equiv.Perm.sign σ : ℤ) : ℂ) * ∏ a, star (B (x a) (σ a)) := by
    intro x
    rw [← Matrix.det_transpose, Matrix.det_apply', star_sum]
    refine Finset.sum_congr rfl fun σ _ => ?_
    rw [star_mul', star_prod]
    simp
  -- one Hartree product against a determinant gives the overlap determinant with a sign
  have rows : ∀ σ : Equiv.Perm (Fin N),
      ∑ x : Fin N → r, (A.submatrix x id).det * ∏ a, star (B (x a) (σ a)) =
        ((Equiv.Perm.sign σ : ℤ) : ℂ) * (Bᴴ * A).det := by
    intro σ
    rw [← Matrix.det_permute σ (Bᴴ * A),
      ← Matrix.det_transpose ((Bᴴ * A).submatrix σ id), Matrix.det_apply']
    simp_rw [hA, Finset.sum_mul]
    rw [Finset.sum_comm]
    refine Finset.sum_congr rfl fun τ _ => ?_
    have e : ∏ a, ((Bᴴ * A).submatrix σ id)ᵀ (τ a) a =
        ∑ x : Fin N → r, ∏ a, (star (B (x a) (σ a)) * A (x a) (τ a)) := by
      simp only [Matrix.transpose_apply, Matrix.submatrix_apply, id_eq, Matrix.mul_apply,
        Matrix.conjTranspose_apply]
      rw [Finset.prod_univ_sum, Fintype.piFinset_univ]
    rw [e, Finset.mul_sum]
    refine Finset.sum_congr rfl fun x _ => ?_
    rw [Finset.prod_mul_distrib]
    ring
  -- the two signs cancel, so every permutation contributes equally
  have key : ∀ σ : Equiv.Perm (Fin N),
      ∑ x : Fin N → r, (A.submatrix x id).det *
        (((Equiv.Perm.sign σ : ℤ) : ℂ) * ∏ a, star (B (x a) (σ a))) = (Bᴴ * A).det := by
    intro σ
    have s : ((Equiv.Perm.sign σ : ℤ) : ℂ) * ((Equiv.Perm.sign σ : ℤ) : ℂ) = 1 := by
      rcases Int.units_eq_one_or (Equiv.Perm.sign σ) with h | h <;> simp [h]
    simp_rw [mul_left_comm _ ((Equiv.Perm.sign σ : ℤ) : ℂ) _]
    rw [← Finset.mul_sum, rows σ, ← mul_assoc, s, one_mul]
  simp_rw [hB, Finset.mul_sum]
  rw [Finset.sum_comm, Finset.sum_congr rfl fun σ _ => key σ]
  simp [Fintype.card_perm]
```

Division by N! gives the overlap. No condition is placed on A and B, and N = 0 is included.

```lean
/-- The overlap of two Slater determinants is the determinant of the overlap matrix of
their orbitals. -/
theorem slater_overlap {N : ℕ} (A B : Matrix r (Fin N) ℂ) :
    ∑ x, slater A x * star (slater B x) = (Bᴴ * A).det := by
  simp_rw [slater_mul_star]
  rw [← Finset.sum_div, sum_det_mul_star_det,
    mul_div_cancel_left₀ _ (Nat.cast_ne_zero.mpr N.factorial_ne_zero)]
```

## The transition matrix for arbitrary orbitals

In this proof, `j.succAbove` enumerates the columns other than j. `expand` is the expansion along the first row, and `minors` applies the previous determinant sum to n particles. The first part of the `calc` block in `main` collects the double sum over j and l; the second recognises the signed minors as the adjugate. The closing lines cancel (n + 1) · n! against (n + 1)!.

```lean
/-- The transition matrix of two Slater determinants with arbitrary orbitals `A` and `B` is
`A adj(S) Bᴴ`, where `S = Bᴴ A` is the orbital overlap matrix. -/
theorem slater_transition {n : ℕ} (A B : Matrix r (Fin (n + 1)) ℂ) :
    transitionMatrix (slater A) (slater B) = A * (Bᴴ * A).adjugate * Bᴴ := by
  ext i k
  -- expansion along the row of the first particle
  have expand : ∀ (C : Matrix r (Fin (n + 1)) ℂ) (i : r) (y : Fin n → r),
      (C.submatrix (vecCons i y) id).det = ∑ j : Fin (n + 1), (-1) ^ (j : ℕ) * C i j *
        ((C.submatrix id j.succAbove).submatrix y id).det := by
    intro C i y
    rw [Matrix.det_succ_row_zero]
    exact Finset.sum_congr rfl fun j _ => rfl
  -- the remaining particles produce minors of the overlap matrix
  have minors : ∀ j l : Fin (n + 1),
      ∑ y : Fin n → r, ((A.submatrix id j.succAbove).submatrix y id).det *
        star ((B.submatrix id l.succAbove).submatrix y id).det =
      (n.factorial : ℂ) * ((Bᴴ * A).submatrix l.succAbove j.succAbove).det := by
    intro j l
    have e : (B.submatrix id l.succAbove)ᴴ * A.submatrix id j.succAbove =
        (Bᴴ * A).submatrix l.succAbove j.succAbove := by
      ext a b
      simp [Matrix.mul_apply]
    rw [sum_det_mul_star_det, e]
  have main : ∑ y : Fin n → r, (A.submatrix (vecCons i y) id).det *
      star (B.submatrix (vecCons k y) id).det =
      (n.factorial : ℂ) * (A * (Bᴴ * A).adjugate * Bᴴ) i k := by
    calc _ = ∑ j : Fin (n + 1), ∑ l : Fin (n + 1),
          ((-1) ^ (j : ℕ) * A i j * ((-1) ^ (l : ℕ) * star (B k l))) *
          ∑ y : Fin n → r, ((A.submatrix id j.succAbove).submatrix y id).det *
            star ((B.submatrix id l.succAbove).submatrix y id).det := by
          simp_rw [expand, star_sum, Finset.sum_mul_sum, Finset.mul_sum]
          rw [Finset.sum_comm]
          refine Finset.sum_congr rfl fun j _ => ?_
          rw [Finset.sum_comm]
          refine Finset.sum_congr rfl fun l _ => Finset.sum_congr rfl fun y _ => ?_
          simp only [star_mul', star_pow, star_neg, star_one]
          ring
      _ = _ := by
          rw [Matrix.mul_apply, Finset.mul_sum, Finset.sum_comm]
          refine Finset.sum_congr rfl fun l _ => ?_
          rw [Matrix.mul_apply, Finset.sum_mul, Finset.mul_sum]
          refine Finset.sum_congr rfl fun j _ => ?_
          rw [minors, Matrix.adjugate_fin_succ_eq_det_submatrix,
            Matrix.conjTranspose_apply, pow_add]
          ring
  have hn : ((n + 1 : ℕ) : ℂ) ≠ 0 := Nat.cast_ne_zero.mpr n.succ_ne_zero
  have hf : (n.factorial : ℂ) ≠ 0 := Nat.cast_ne_zero.mpr n.factorial_ne_zero
  change ((n + 1 : ℕ) : ℂ) * ∑ y : Fin n → r,
    slater A (vecCons i y) * star (slater B (vecCons k y)) = _
  simp_rw [slater_mul_star]
  rw [← Finset.sum_div, main, Nat.factorial_succ, Nat.cast_mul, ← mul_div_assoc,
    ← mul_assoc, mul_div_cancel_left₀ _ (mul_ne_zero hn hf)]
```

The formula also applies to determinants that are orthogonal to each other. In non-orthogonal configuration interaction with a finite basis, such matrices give the one-body matrix elements between determinants built from different orbital sets.

If det S ≠ 0, the adjugate is det S times the inverse, and the formula takes the following form.

```lean
/-- For two Slater determinants with nonzero overlap `det S`, the transition matrix is
`det S` times `A S⁻¹ Bᴴ`, where `S = Bᴴ A`. -/
theorem slater_transition_of_overlap_ne_zero {n : ℕ} (A B : Matrix r (Fin (n + 1)) ℂ)
    (h : (Bᴴ * A).det ≠ 0) :
    transitionMatrix (slater A) (slater B) =
      (Bᴴ * A).det • (A * (Bᴴ * A)⁻¹ * Bᴴ) := by
  have e : (Bᴴ * A).adjugate = (Bᴴ * A).det • (Bᴴ * A)⁻¹ := by
    rw [Matrix.inv_def, smul_smul, Ring.mul_inverse_cancel _ (isUnit_iff_ne_zero.mpr h),
      one_smul]
  rw [slater_transition, e, Matrix.mul_smul, Matrix.smul_mul]
```

## Orthonormal orbitals

The hypothesis `hU` says that the columns of U are orthonormal. The first conclusion is the norm, written as a real sum of squared moduli; its proof takes the complex overlap identity and transfers it to the real numbers. The second is the density matrix, obtained by setting both orbital matrices to U.

```lean
/-- A Slater determinant of orthonormal orbitals `U` has norm one, and its one-particle
density matrix is `U Uᴴ`. -/
theorem slater_norm_and_one_matrix {n : ℕ} (U : Matrix r (Fin (n + 1)) ℂ)
    (hU : Uᴴ * U = 1) :
    ∑ x, ‖slater U x‖ ^ 2 = 1 ∧ transitionMatrix (slater U) (slater U) = U * Uᴴ := by
  constructor
  · have h := slater_overlap U U
    rw [hU, Matrix.det_one] at h
    have hc : ((∑ x, ‖slater U x‖ ^ 2 : ℝ) : ℂ) = 1 := by
      refine Eq.trans ?_ h
      push_cast
      exact Finset.sum_congr rfl fun x _ => (Complex.mul_conj' _).symm
    exact_mod_cast hc
  · rw [slater_transition, hU, Matrix.adjugate_one, Matrix.mul_one]
```

Normalised orbitals are not enough. Take two basis states and the orbitals (1, 0) and (3/5, 4/5), which have norm one but overlap 3/5. The determinant of U is 4/5, so ψ_U has squared norm 16/25 and its one-particle matrix is 16/25 times the identity. The product UUᴴ has diagonal entries 34/25 and 16/25 and off-diagonal entries 12/25. Dividing by the squared norm does not repair the disagreement: the density matrix of the normalised state is the identity.

For orthonormal orbitals, the density matrix is a projector whose trace counts the particles. The proof is the short calculation with UᴴU = 1 given above.

```lean
/-- The one-particle density matrix of a Slater determinant of orthonormal orbitals is
idempotent, and its trace is the number of particles. -/
theorem slater_one_matrix_idempotent {n : ℕ} (U : Matrix r (Fin (n + 1)) ℂ)
    (hU : Uᴴ * U = 1) :
    transitionMatrix (slater U) (slater U) * transitionMatrix (slater U) (slater U) =
        transitionMatrix (slater U) (slater U) ∧
      (transitionMatrix (slater U) (slater U)).trace = ((n + 1 : ℕ) : ℂ) := by
  rw [(slater_norm_and_one_matrix U hU).2]
  constructor
  · calc U * Uᴴ * (U * Uᴴ) = U * (Uᴴ * U) * Uᴴ := by simp only [Matrix.mul_assoc]
      _ = U * Uᴴ := by rw [hU, Matrix.mul_one]
  · rw [Matrix.trace_mul_comm, hU, Matrix.trace_one, Fintype.card_fin]
```

In terms of N-representability, these are necessary conditions on the one-particle density matrix of a single determinant in a finite basis. A correlated state generally has fractional occupation numbers and fails the idempotency condition. The converse, that every Hermitian projector of trace N comes from a determinant, is not treated here.

The last theorem gives a concrete U that satisfies the hypothesis, with two particles and three basis states. The first orbital is the first basis state, and the second mixes the other two with amplitudes 3/5 and 4/5.

```lean
/-- Two explicit orthonormal orbitals in a three-dimensional one-particle space. -/
theorem orthonormal_orbitals_witness :
    (!![1, 0; 0, 3 / 5; 0, 4 / 5] : Matrix (Fin 3) (Fin 2) ℂ)ᴴ *
      (!![1, 0; 0, 3 / 5; 0, 4 / 5] : Matrix (Fin 3) (Fin 2) ℂ) = 1 := by
  have h3 : (starRingEnd ℂ) 3 = 3 := Complex.conj_eq_iff_im.mpr (by simp)
  have h4 : (starRingEnd ℂ) 4 = 4 := Complex.conj_eq_iff_im.mpr (by simp)
  have h5 : (starRingEnd ℂ) 5 = 5 := Complex.conj_eq_iff_im.mpr (by simp)
  -- the squared norm of the second orbital is one
  have h : (starRingEnd ℂ) 3 / (starRingEnd ℂ) 5 * (3 / 5) +
      (starRingEnd ℂ) 4 / (starRingEnd ℂ) 5 * (4 / 5) = 1 := by
    rw [h3, h4, h5]
    norm_num
  ext i j
  fin_cases i <;> fin_cases j <;>
    simp [Matrix.mul_apply, Fin.sum_univ_succ]
  norm_num
  exact h

end

end SlaterTransition
```

```lean
#print axioms SlaterTransition.slater_antisymm
#print axioms SlaterTransition.slater_transition_of_overlap_ne_zero
#print axioms SlaterTransition.slater_one_matrix_idempotent
```

```
'SlaterTransition.slater_antisymm' depends on axioms: [propext, Classical.choice, Quot.sound]
'SlaterTransition.slater_transition_of_overlap_ne_zero' depends on axioms: [propext, Classical.choice, Quot.sound]
'SlaterTransition.slater_one_matrix_idempotent' depends on axioms: [propext, Classical.choice, Quot.sound]
```
